# A Dirac spinor boost transforms the gamma matrices by a Lorentz boost and is unitary only at zero rapidity

A Lorentz boost mixes the four components of a Dirac spinor through a matrix $S$, and asking whether $S$ is unitary requires a Hermitian conjugate, which the Clifford relations alone do not supply. The gamma matrices are therefore taken as explicit complex $4\times4$ matrices in the Dirac representation, with metric signature $(+,-,-,-)$ and $c=1$. The boost has real rapidity $w$ and points along a real unit vector $n$; the case $n=(1,0,0)$ comes last.

```lean
import Mathlib

open Matrix

namespace DiracSpinorBoost

noncomputable section
```

Spinor indices run over `Fin 4`, so Lean numbers the components from 0 to 3.

```lean
/-- Complex 4×4 matrices acting on Dirac spinors. -/
abbrev DiracMatrix := Matrix (Fin 4) (Fin 4) ℂ
```

## The matrices and the boost

In $2\times2$ blocks, with Pauli matrices $\sigma_i$ for $i=1,2,3$,
$$\gamma^0=\begin{pmatrix}1&0\\0&-1\end{pmatrix},\qquad \gamma^i=\begin{pmatrix}0&\sigma_i\\-\sigma_i&0\end{pmatrix}.$$
The names `gamma0` to `gamma3` stand for these upper-index matrices.

```lean
/-- The time-like matrix `γ0` in the Dirac representation. -/
def gamma0 : DiracMatrix := !![1, 0, 0, 0; 0, 1, 0, 0; 0, 0, -1, 0; 0, 0, 0, -1]

/-- The matrix `γ1` in the Dirac representation. -/
def gamma1 : DiracMatrix := !![0, 0, 0, 1; 0, 0, 1, 0; 0, -1, 0, 0; -1, 0, 0, 0]

/-- The matrix `γ2` in the Dirac representation. -/
def gamma2 : DiracMatrix :=
  !![0, 0, 0, -Complex.I; 0, 0, Complex.I, 0; 0, Complex.I, 0, 0; -Complex.I, 0, 0, 0]

/-- The matrix `γ3` in the Dirac representation. -/
def gamma3 : DiracMatrix := !![0, 0, 1, 0; 0, 0, 0, -1; -1, 0, 0, 0; 0, 1, 0, 0]
```

For a real 3-vector $a$, write $\gamma\cdot a=a_1\gamma^1+a_2\gamma^2+a_3\gamma^3$. In Lean the components $a_1,a_2,a_3$ are `a 0`, `a 1`, `a 2`.

```lean
/-- The combination `γ·a = a₁ γ1 + a₂ γ2 + a₃ γ3` for a real spatial vector `a`. -/
def gammaVec (a : Fin 3 → ℝ) : DiracMatrix :=
  (a 0 : ℂ) • gamma1 + (a 1 : ℂ) • gamma2 + (a 2 : ℂ) • gamma3
```

The product $\alpha\cdot a=\gamma^0(\gamma\cdot a)$ has $\sigma\cdot a$ in both off-diagonal blocks and zeros in the diagonal ones.

```lean
/-- The matrix `α·a = γ0 (γ·a)`. -/
def alpha (a : Fin 3 → ℝ) : DiracMatrix := gamma0 * gammaVec a
```

With $C=\cosh(w/2)$ and $s=\sinh(w/2)$, the spinor boost is
$$S=C+s\,\alpha\cdot n .$$
The definition accepts any real vector `n`; the theorems that need a unit vector assume `n ⬝ᵥ n = 1`. With this sign, $S$ takes a spinor at rest to one moving with velocity $\tanh w$ along $+n$. Texts that boost the observer instead have $-w$ here.

```lean
/-- The matrix `S = cosh(w/2) + sinh(w/2) α·n`. When `n` is a unit vector, this is the spinor boost
of rapidity `w` along `n`. -/
def boost (n : Fin 3 → ℝ) (w : ℝ) : DiracMatrix :=
  (Real.cosh (w / 2) : ℂ) • (1 : DiracMatrix) + (Real.sinh (w / 2) : ℂ) • alpha n
```

## Clifford relations

Squaring the diagonal matrix gives $(\gamma^0)^2=1$. Block multiplication shows that $\gamma^0\gamma^i$ has off-diagonal blocks $\sigma_i,\sigma_i$, while $\gamma^i\gamma^0$ has $-\sigma_i,-\sigma_i$. By linearity, $\gamma^0(\gamma\cdot a)=-(\gamma\cdot a)\gamma^0$. The proof compares all sixteen entries with `fin_cases`, then collects coefficients with `module`.

```lean
/-- `γ0` squares to one and anticommutes with every spatial combination `γ·a`. -/
theorem gamma0_relations :
    gamma0 * gamma0 = 1 ∧ ∀ a, gamma0 * gammaVec a = -(gammaVec a * gamma0) := by
  have h1 : gamma0 * gamma1 = -(gamma1 * gamma0) := by
    ext i j
    fin_cases i <;> fin_cases j <;> simp [gamma0, gamma1, Matrix.mul_apply, Fin.sum_univ_four]
  have h2 : gamma0 * gamma2 = -(gamma2 * gamma0) := by
    ext i j
    fin_cases i <;> fin_cases j <;> simp [gamma0, gamma2, Matrix.mul_apply, Fin.sum_univ_four]
  have h3 : gamma0 * gamma3 = -(gamma3 * gamma0) := by
    ext i j
    fin_cases i <;> fin_cases j <;> simp [gamma0, gamma3, Matrix.mul_apply, Fin.sum_univ_four]
  refine ⟨?_, fun a => ?_⟩
  · ext i j
    fin_cases i <;> fin_cases j <;> simp [gamma0, Matrix.mul_apply, Fin.sum_univ_four]
  · simp only [gammaVec, mul_add, add_mul, Matrix.mul_smul, Matrix.smul_mul, h1, h2, h3]
    module
```

Since $\gamma^i\gamma^j$ has $-\sigma_i\sigma_j$ in both diagonal blocks, $\gamma^i\gamma^j+\gamma^j\gamma^i=-2\delta_{ij}$. Hence
$$(\gamma\cdot a)(\gamma\cdot b)+(\gamma\cdot b)(\gamma\cdot a)=-2\sum_{i}a_ib_i=-2\,a\cdot b .$$
Lean checks the three squares and three anticommutators entrywise before expanding the sums.

```lean
/-- The spatial Clifford relation `(γ·a)(γ·b) + (γ·b)(γ·a) = -2 a·b`. -/
theorem gammaVec_anticomm (a b : Fin 3 → ℝ) :
    gammaVec a * gammaVec b + gammaVec b * gammaVec a
      = (-2 * ((a ⬝ᵥ b : ℝ) : ℂ)) • (1 : DiracMatrix) := by
  have h11 : gamma1 * gamma1 = -1 := by
    ext i j
    fin_cases i <;> fin_cases j <;> simp [gamma1, Matrix.mul_apply, Fin.sum_univ_four]
  have h22 : gamma2 * gamma2 = -1 := by
    ext i j
    fin_cases i <;> fin_cases j <;> simp [gamma2, Matrix.mul_apply, Fin.sum_univ_four]
  have h33 : gamma3 * gamma3 = -1 := by
    ext i j
    fin_cases i <;> fin_cases j <;> simp [gamma3, Matrix.mul_apply, Fin.sum_univ_four]
  have h12 : gamma1 * gamma2 = -(gamma2 * gamma1) := by
    ext i j
    fin_cases i <;> fin_cases j <;> simp [gamma1, gamma2, Matrix.mul_apply, Fin.sum_univ_four]
  have h13 : gamma1 * gamma3 = -(gamma3 * gamma1) := by
    ext i j
    fin_cases i <;> fin_cases j <;> simp [gamma1, gamma3, Matrix.mul_apply, Fin.sum_univ_four]
  have h23 : gamma2 * gamma3 = -(gamma3 * gamma2) := by
    ext i j
    fin_cases i <;> fin_cases j <;> simp [gamma2, gamma3, Matrix.mul_apply, Fin.sum_univ_four]
  -- expand bilinearly and use the relations between the basis matrices
  simp only [gammaVec, mul_add, add_mul, Matrix.mul_smul, Matrix.smul_mul,
    h11, h22, h33, h12, h13, h23, dotProduct, Fin.sum_univ_three,
    Complex.ofReal_add, Complex.ofReal_mul]
  module
```

Setting $a=b=n$ gives $(\gamma\cdot n)^2=-1$, so
$$(\alpha\cdot n)^2=\gamma^0(\gamma\cdot n)\gamma^0(\gamma\cdot n)=-(\gamma^0)^2(\gamma\cdot n)^2=1 .$$
The `calc` block follows this line.

```lean
/-- For a unit vector `n`, the matrix `α·n` squares to one. -/
theorem alpha_sq (n : Fin 3 → ℝ) (hn : n ⬝ᵥ n = 1) : alpha n * alpha n = 1 := by
  have hg : gammaVec n * gammaVec n = -1 := by
    have h := gammaVec_anticomm n n
    rw [hn, Complex.ofReal_one] at h
    linear_combination (norm := module) (1 / 2 : ℂ) • h
  have hs : gammaVec n * gamma0 = -(gamma0 * gammaVec n) := by
    rw [gamma0_relations.2, neg_neg]
  calc alpha n * alpha n = gamma0 * (gammaVec n * gamma0) * gammaVec n := by
        simp only [alpha, mul_assoc]
    _ = -((gamma0 * gamma0) * (gammaVec n * gammaVec n)) := by rw [hs]; noncomm_ring
    _ = 1 := by rw [gamma0_relations.1, hg]; simp
```

## Hermitian conjugate and inverse

The explicit matrices satisfy $\gamma^{0\dagger}=\gamma^0$ and $\gamma^{i\dagger}=-\gamma^i$. Therefore
$$(\alpha\cdot n)^\dagger=(\gamma\cdot n)^\dagger\gamma^0=-(\gamma\cdot n)\gamma^0=\alpha\cdot n ,$$
and $S^\dagger=S$ because its coefficients are real. This holds without normalising $n$. Lean writes the conjugate transpose as `ᴴ`.

```lean
/-- The spinor boost matrix is Hermitian. -/
theorem boost_hermitian (n : Fin 3 → ℝ) (w : ℝ) : (boost n w)ᴴ = boost n w := by
  have h0 : gamma0ᴴ = gamma0 := by
    ext i j
    fin_cases i <;> fin_cases j <;> simp [gamma0, Matrix.conjTranspose_apply]
  have h1 : gamma1ᴴ = -gamma1 := by
    ext i j
    fin_cases i <;> fin_cases j <;> simp [gamma1, Matrix.conjTranspose_apply]
  have h2 : gamma2ᴴ = -gamma2 := by
    ext i j
    fin_cases i <;> fin_cases j <;> simp [gamma2, Matrix.conjTranspose_apply]
  have h3 : gamma3ᴴ = -gamma3 := by
    ext i j
    fin_cases i <;> fin_cases j <;> simp [gamma3, Matrix.conjTranspose_apply]
  have hv : (gammaVec n)ᴴ = -gammaVec n := by
    simp only [gammaVec, Matrix.conjTranspose_add, Matrix.conjTranspose_smul, h1, h2, h3,
      Complex.star_def, Complex.conj_ofReal]
    module
  have ha : (alpha n)ᴴ = alpha n := by
    rw [alpha, Matrix.conjTranspose_mul, h0, hv, gamma0_relations.2, neg_mul]
  simp only [boost, Matrix.conjTranspose_add, Matrix.conjTranspose_smul,
    Matrix.conjTranspose_one, ha, Complex.star_def, Complex.conj_ofReal]
```

Reversing $w$ changes the sign of $s$ only. For unit $n$,
$$(C+s\,\alpha\cdot n)(C-s\,\alpha\cdot n)=C^2-s^2=1 .$$
This identifies the matrix inverse `⁻¹` used below with the boost of rapidity $-w$.

```lean
/-- Boosts with opposite rapidities along the same unit vector `n` undo each other. -/
theorem boost_mul_boost_neg (n : Fin 3 → ℝ) (hn : n ⬝ᵥ n = 1) (w : ℝ) :
    boost n w * boost n (-w) = 1 := by
  have hr : Real.cosh (w / 2) ^ 2 - Real.sinh (w / 2) ^ 2 = 1 := by
    linarith [Real.cosh_sq (w / 2)]
  have hc : (Real.cosh (w / 2) : ℂ) ^ 2 - (Real.sinh (w / 2) : ℂ) ^ 2 = 1 := by
    rw [← Complex.ofReal_pow, ← Complex.ofReal_pow, ← Complex.ofReal_sub, hr,
      Complex.ofReal_one]
  simp only [boost, neg_div, Real.cosh_neg, Real.sinh_neg, Complex.ofReal_neg, mul_add, add_mul,
    Matrix.mul_smul, Matrix.smul_mul, mul_one, one_mul, alpha_sq n hn]
  linear_combination (norm := module) hc • (1 : DiracMatrix)
```

Hermiticity and the half-angle formulas give
$$S^\dagger S=S^2=C^2+s^2+2sC\,\alpha\cdot n=\cosh w+\sinh w\,\alpha\cdot n .$$
The proof rewrites $\cosh w$ and $\sinh w$ in terms of $w/2$ and matches coefficients.

```lean
/-- For a unit vector `n`, `S†S = cosh w + sinh w α·n`. -/
theorem boost_conjTranspose_mul_self (n : Fin 3 → ℝ) (hn : n ⬝ᵥ n = 1) (w : ℝ) :
    (boost n w)ᴴ * boost n w
      = (Real.cosh w : ℂ) • (1 : DiracMatrix) + (Real.sinh w : ℂ) • alpha n := by
  have hw : Real.cosh w = Real.cosh (w / 2) ^ 2 + Real.sinh (w / 2) ^ 2 := by
    rw [← Real.cosh_two_mul]; congr 1; ring
  have hs : Real.sinh w = 2 * Real.sinh (w / 2) * Real.cosh (w / 2) := by
    rw [← Real.sinh_two_mul]; congr 1; ring
  rw [boost_hermitian, hw, hs]
  simp only [boost, mul_add, add_mul, Matrix.mul_smul, Matrix.smul_mul, mul_one, one_mul,
    alpha_sq n hn, Complex.ofReal_add, Complex.ofReal_mul, Complex.ofReal_pow,
    Complex.ofReal_ofNat]
  module
```

Conjugation by $\gamma^0$ reverses the boost direction:
$$\gamma^0(\alpha\cdot n)\gamma^0=(\gamma\cdot n)\gamma^0=-\alpha\cdot n .$$
Consequently $\gamma^0S^\dagger\gamma^0=C-s\,\alpha\cdot n=S^{-1}$. For a spinor $\psi$ with Dirac adjoint $\bar\psi=\psi^\dagger\gamma^0$, this means that $\psi\mapsto S\psi$ sends $\bar\psi$ to $\bar\psi S^{-1}$ and leaves $\bar\psi\psi$ unchanged.

```lean
/-- For a unit vector `n`, the Dirac adjoint of the boost is its inverse: `γ0 S† γ0 = S⁻¹`. -/
theorem boost_dirac_adjoint (n : Fin 3 → ℝ) (hn : n ⬝ᵥ n = 1) (w : ℝ) :
    gamma0 * (boost n w)ᴴ * gamma0 = (boost n w)⁻¹ := by
  -- conjugation by `γ0` reverses the direction of the boost
  have h : gamma0 * alpha n * gamma0 = -alpha n := by
    rw [alpha, ← mul_assoc, gamma0_relations.1, one_mul, gamma0_relations.2, neg_neg]
  rw [Matrix.inv_eq_right_inv (boost_mul_boost_neg n hn w), boost_hermitian]
  simp only [boost, neg_div, Real.cosh_neg, Real.sinh_neg, Complex.ofReal_neg, mul_add, add_mul,
    Matrix.mul_smul, Matrix.smul_mul, mul_one, gamma0_relations.1, h]
  module
```

## The Lorentz boost of the gamma matrices

The previous identity gives $S^{-1}\gamma^0=\gamma^0S^\dagger$. Since $\gamma^0(\alpha\cdot n)=\gamma\cdot n$,
$$S^{-1}\gamma^0S=\gamma^0S^\dagger S=\cosh w\,\gamma^0+\sinh w\,\gamma\cdot n .$$

For a spatial vector $a$, first move $\gamma\cdot a$ through $\alpha\cdot n$:
$$\begin{aligned}(\gamma\cdot a)(\alpha\cdot n)&=-\gamma^0(\gamma\cdot a)(\gamma\cdot n)\\&=(\alpha\cdot n)(\gamma\cdot a)+2(a\cdot n)\gamma^0 .\end{aligned}$$
It follows that $(\gamma\cdot a)S=S(\gamma\cdot a)+2s(a\cdot n)\gamma^0$. Multiplying on the left by $S^{-1}$ and using $S^{-1}\gamma^0=C\gamma^0+s\,\gamma\cdot n$,
$$\begin{aligned}S^{-1}(\gamma\cdot a)S&=\gamma\cdot a+(a\cdot n)\bigl(2s^2\,\gamma\cdot n+2sC\,\gamma^0\bigr)\\&=\gamma\cdot a+(a\cdot n)\bigl((\cosh w-1)\gamma\cdot n+\sinh w\,\gamma^0\bigr).\end{aligned}$$
Directions perpendicular to $n$ are unchanged. In the proof, `h1` is the exchange rule, `e` carries it over to $S$, and `hneg` evaluates $S^{-1}\gamma^0$.

```lean
/-- Under a boost along a unit vector `n`, `γ0` and every `γ·a` transform by the Lorentz boost
of rapidity `w`. -/
theorem boost_conj_gamma (n : Fin 3 → ℝ) (hn : n ⬝ᵥ n = 1) (w : ℝ) :
    (boost n w)⁻¹ * gamma0 * boost n w
      = (Real.cosh w : ℂ) • gamma0 + (Real.sinh w : ℂ) • gammaVec n ∧
    ∀ a, (boost n w)⁻¹ * gammaVec a * boost n w
      = gammaVec a + ((a ⬝ᵥ n : ℝ) : ℂ) •
        (((Real.cosh w : ℂ) - 1) • gammaVec n + (Real.sinh w : ℂ) • gamma0) := by
  have h0 : gamma0 * alpha n = gammaVec n := by
    rw [alpha, ← mul_assoc, gamma0_relations.1, one_mul]
  refine ⟨?_, fun a => ?_⟩
  · -- `S⁻¹ γ0 = γ0 S†`, so only `S†S` is needed
    rw [← boost_dirac_adjoint n hn w, mul_assoc (gamma0 * (boost n w)ᴴ) gamma0 gamma0,
      gamma0_relations.1, mul_one, mul_assoc, boost_conjTranspose_mul_self n hn w,
      mul_add, Matrix.mul_smul, Matrix.mul_smul, mul_one, h0]
  · have hsw : gammaVec a * gamma0 = -(gamma0 * gammaVec a) := by
      rw [gamma0_relations.2, neg_neg]
    have hk := eq_sub_of_add_eq (gammaVec_anticomm a n)
    -- moving `γ·a` through `α·n` leaves a multiple of `γ0`
    have h1 : gammaVec a * alpha n
        = alpha n * gammaVec a + (2 * ((a ⬝ᵥ n : ℝ) : ℂ)) • gamma0 := by
      rw [alpha, ← mul_assoc, hsw, neg_mul, mul_assoc, hk, mul_sub, Matrix.mul_smul, mul_one,
        mul_assoc]
      module
    have h2 : alpha n * gamma0 = -gammaVec n := by
      rw [alpha, gamma0_relations.2, neg_mul, mul_assoc, gamma0_relations.1, mul_one]
    have e : gammaVec a * boost n w = boost n w * gammaVec a
        + (2 * (Real.sinh (w / 2) : ℂ) * ((a ⬝ᵥ n : ℝ) : ℂ)) • gamma0 := by
      simp only [boost, mul_add, add_mul, Matrix.mul_smul, Matrix.smul_mul, mul_one, one_mul, h1]
      module
    have hneg : boost n (-w) * gamma0
        = (Real.cosh (w / 2) : ℂ) • gamma0 + (Real.sinh (w / 2) : ℂ) • gammaVec n := by
      simp only [boost, neg_div, Real.cosh_neg, Real.sinh_neg, Complex.ofReal_neg, add_mul,
        Matrix.smul_mul, one_mul, h2]
      module
    have hw : Real.cosh w = 2 * Real.sinh (w / 2) ^ 2 + 1 := by
      have h := Real.cosh_two_mul (w / 2)
      rw [show 2 * (w / 2) = w by ring] at h
      linarith [Real.cosh_sq (w / 2)]
    have hs : Real.sinh w = 2 * Real.sinh (w / 2) * Real.cosh (w / 2) := by
      rw [← Real.sinh_two_mul]; congr 1; ring
    rw [Matrix.inv_eq_right_inv (boost_mul_boost_neg n hn w), mul_assoc, e, mul_add,
      ← mul_assoc (boost n (-w)) (boost n w), mul_eq_one_comm.mp (boost_mul_boost_neg n hn w),
      one_mul, Matrix.mul_smul, hneg, hw, hs]
    simp only [Complex.ofReal_add, Complex.ofReal_mul, Complex.ofReal_pow, Complex.ofReal_ofNat,
      Complex.ofReal_one]
    module
```

These are matrix identities. Passing to a Dirac field also requires the rule $\psi'(x')=S\psi(x)$, including the change of spacetime argument, which is not modelled here.

## Unitarity

If $S$ is unitary, then $\cosh w+\sinh w\,\alpha\cdot n=1$. The upper-left entry of $\alpha\cdot n$ vanishes, so that entry of the equation reads $\cosh w=1$. Because $\cosh w>1$ for every real $w\ne0$, this forces $w=0$. Conversely, $w=0$ gives $S=1$. Membership in `Matrix.unitaryGroup (Fin 4) ℂ` expresses unitarity, which Lean first rewrites as $S^\dagger S=1$.

In relativistic quantum mechanics, the density $\psi^\dagger\psi$ of a four-component spinor is thus not preserved in general by this finite matrix. That concerns spinor components at one point, not the action of boosts on a Hilbert space of states.

```lean
/-- A spinor boost of real rapidity `w` along a unit vector is unitary exactly when `w = 0`. -/
theorem boost_unitary_iff (n : Fin 3 → ℝ) (hn : n ⬝ᵥ n = 1) (w : ℝ) :
    boost n w ∈ Matrix.unitaryGroup (Fin 4) ℂ ↔ w = 0 := by
  rw [Matrix.mem_unitaryGroup_iff', Matrix.star_eq_conjTranspose,
    boost_conjTranspose_mul_self n hn w]
  constructor
  · intro h
    have ha : alpha n 0 0 = 0 := by
      simp [alpha, gamma0, gammaVec, gamma1, gamma2, gamma3, Matrix.mul_apply, Fin.sum_univ_four]
    -- the upper-left entry of `S†S = 1` reads `cosh w = 1`
    have h0 := congrFun (congrFun h 0) 0
    simp only [Matrix.add_apply, Matrix.smul_apply, ha, Matrix.one_apply_eq, smul_eq_mul,
      mul_one, mul_zero, add_zero] at h0
    have h1 : Real.cosh w = 1 := Complex.ofReal_eq_one.mp h0
    by_contra hne
    linarith [Real.one_lt_cosh.mpr hne]
  · rintro rfl
    simp
```

## A boost along the x-axis

For $n=(1,0,0)$, $\gamma\cdot n=\gamma^1$ and $S=\cosh(w/2)+\sinh(w/2)\gamma^0\gamma^1$. The general results become
$$S^{-1}\gamma^0S=\cosh w\,\gamma^0+\sinh w\,\gamma^1,\qquad \gamma^0S^\dagger\gamma^0=S^{-1},$$
together with the statement that $S$ is unitary exactly when $w=0$. In the theorem, `hS` only says which matrix `S` is; the proof identifies it with `boost ![1, 0, 0] w` and applies the three general theorems.

```lean
/-- For `S = cosh(w/2) + sinh(w/2) γ0 γ1` with real `w`: `S⁻¹ γ0 S = cosh w γ0 + sinh w γ1`,
`γ0 S† γ0 = S⁻¹`, and `S` is unitary exactly when `w = 0`. -/
theorem boost_along_x (w : ℝ) (S : DiracMatrix)
    (hS : S = (Real.cosh (w / 2) : ℂ) • (1 : DiracMatrix)
      + (Real.sinh (w / 2) : ℂ) • (gamma0 * gamma1)) :
    S⁻¹ * gamma0 * S = (Real.cosh w : ℂ) • gamma0 + (Real.sinh w : ℂ) • gamma1 ∧
    gamma0 * Sᴴ * gamma0 = S⁻¹ ∧
    (S ∈ Matrix.unitaryGroup (Fin 4) ℂ ↔ w = 0) := by
  have hv : gammaVec ![1, 0, 0] = gamma1 := by simp [gammaVec]
  have hn : (![1, 0, 0] : Fin 3 → ℝ) ⬝ᵥ ![1, 0, 0] = 1 := by
    simp [dotProduct, Fin.sum_univ_three]
  have hb : S = boost ![1, 0, 0] w := by rw [hS, boost, alpha, hv]
  have hc := (boost_conj_gamma _ hn w).1
  rw [hv] at hc
  rw [hb]
  exact ⟨hc, boost_dirac_adjoint _ hn w, boost_unitary_iff _ hn w⟩

end

end DiracSpinorBoost
```

```lean
#print axioms DiracSpinorBoost.boost_unitary_iff
-- 'DiracSpinorBoost.boost_unitary_iff' depends on axioms: [propext, Classical.choice, Quot.sound]
#print axioms DiracSpinorBoost.boost_along_x
-- 'DiracSpinorBoost.boost_along_x' depends on axioms: [propext, Classical.choice, Quot.sound]
```
